# The Axilrod–Teller–Muto geometry factor of non-degenerate triangles takes exactly the values in (−2, 11/8]

Bound each cosine by one, and the factor $1+3\cos A\cos B\cos C$ in the three-body dispersion energy seems to range from $-2$ to $4$. The upper figure is almost three times too large, because the angles of a triangle cannot all be small. An estimate of neglected repulsion based on it is needlessly loose, and a program that returns $3$ for some triple of atoms, because an angle was computed wrongly, passes a range check that it should fail. The sharp range follows from one trigonometric identity.

```lean
import Mathlib

open scoped Real EuclideanGeometry Topology

namespace AxilrodTellerMuto

noncomputable section
```

The first line loads Mathlib, Lean's mathematical library. The `open scoped` line makes the notations `π`, `∠` for an angle and `𝓝` for the neighbourhoods of a point available.

```lean
/-- The geometry factor `1 + 3 cos A cos B cos C` of the triple-dipole interaction. -/
def geometryFactor (A B C : ℝ) : ℝ :=
  1 + 3 * (Real.cos A * Real.cos B * Real.cos C)
```

This defines $g(A,B,C)=1+3\cos A\cos B\cos C$ for any three real numbers, in radians. Nothing yet says that they are the angles of a triangle.

```lean
/-- The values that the geometry factor takes on triangles with positive angles. -/
def triangleFactors : Set ℝ :=
  {g | ∃ A B C : ℝ, 0 < A ∧ 0 < B ∧ 0 < C ∧ A + B + C = π ∧ geometryFactor A B C = g}
```

Here the triangle enters. `triangleFactors` is the set of all values $g$ obtained from $A,B,C>0$ with $A+B+C=\pi$. The sign `∃` reads "there exist" and `∧` reads "and".

```lean
/-- The Axilrod-Teller-Muto energy of three atoms at pairwise distinct positions `p`, `q`, `r`,
with triple-dipole coefficient `ν`. -/
def tripleDipoleEnergy (ν : ℝ) (p q r : EuclideanSpace ℝ (Fin 3)) : ℝ :=
  ν * geometryFactor (∠ p q r) (∠ q r p) (∠ r p q) / (dist p q * dist q r * dist r p) ^ 3
```

For atoms at $p,q,r$ in three-dimensional space, this is

$$E=\nu\,\frac{g}{(r_{pq}\,r_{qr}\,r_{rp})^3},$$

where $r_{pq}$ is the distance `dist p q`, and likewise for the other pairs. In `∠ p q r` the vertex is the middle letter, so the three angles sit at $q$, $r$ and $p$. A positive $E$ is repulsive.

The coefficient $\nu$, often written $C_9$, stands for the strength of the coupled dipole fluctuations. For ground-state atoms it is proportional to the integral of the product of their three dipole polarisabilities over imaginary frequency, and is positive. The energy formula is taken as a definition, not derived from perturbation theory. It describes isotropic atoms, without short-range damping or higher multipoles.

```lean
/-- For angles with sum `π`, the distance of the geometry factor from `11/8` is a
sum of two squares. -/
theorem factor_deficit {A B C : ℝ} (h : A + B + C = π) :
    11 / 8 - geometryFactor A B C =
      3 / 8 * ((2 * Real.cos C - Real.cos (A - B)) ^ 2 + Real.sin (A - B) ^ 2) := by
  have hC : Real.cos C = -(Real.cos A * Real.cos B - Real.sin A * Real.sin B) := by
    rw [← Real.cos_add, ← Real.cos_pi_sub]
    congr 1
    linarith
  unfold geometryFactor
  rw [Real.sin_sq, Real.cos_sub, hC]
  ring
```

A theorem in Lean lists its hypotheses, then a colon and the claim, then the proof after `:= by`. The only hypothesis here, named `h`, is the angle sum.

By hand, write $c=\cos C$ and $d=\cos(A-B)$. Since $C=\pi-(A+B)$, we have $\cos(A+B)=-c$, and therefore

$$\cos A\cos B=\tfrac12\left[\cos(A+B)+\cos(A-B)\right]=\tfrac12(d-c).$$

So $g=1+\tfrac32c(d-c)$, and

$$\tfrac{11}{8}-g=\tfrac38\left(1-4cd+4c^2\right)=\tfrac38\left[(2c-d)^2+1-d^2\right].$$

The last two terms are $1-d^2=\sin^2(A-B)$, which gives the claim. In Lean, `hC` expresses $\cos C$ through $A$ and $B$, the `rw` line expands the remaining functions, and `ring` checks the resulting polynomial identity.

```lean
/-- For positive angles with sum `π`, the geometry factor lies above `-2` and does not
exceed `11/8`. -/
theorem factor_bounds {A B C : ℝ} (hA : 0 < A) (hB : 0 < B) (hC : 0 < C)
    (h : A + B + C = π) :
    -2 < geometryFactor A B C ∧ geometryFactor A B C ≤ 11 / 8 := by
  have hid := factor_deficit h
  constructor
  · -- the third angle is strictly between 0 and π, so its cosine is not ±1
    have hs : 0 < Real.sin C := Real.sin_pos_of_pos_of_lt_pi hC (by linarith)
    have hc : Real.cos C ^ 2 < 1 := by
      nlinarith [Real.sin_sq_add_cos_sq C, pow_pos hs 2]
    have h1 : 0 ≤ (1 + Real.cos C) * (1 + Real.cos (A - B)) :=
      mul_nonneg (by linarith [Real.neg_one_le_cos C])
        (by linarith [Real.neg_one_le_cos (A - B)])
    have h2 : 0 ≤ (1 - Real.cos C) * (1 - Real.cos (A - B)) :=
      mul_nonneg (by linarith [Real.cos_le_one C]) (by linarith [Real.cos_le_one (A - B)])
    nlinarith [Real.sin_sq_add_cos_sq (A - B)]
  · nlinarith [sq_nonneg (2 * Real.cos C - Real.cos (A - B)), sq_nonneg (Real.sin (A - B))]
```

For positive angles with sum $\pi$, $-2<g\le 11/8$. The upper bound holds because a sum of squares is not negative. For the lower bound, the same expression for $g$ gives

$$g+2=\tfrac32\left[(1-c^2)+(1+cd)\right].$$

Since $0<C<\pi$, the first bracket is strictly positive; since $|c|,|d|\le1$, the second is not negative. The proof obtains the latter from `h1` and `h2`, whose sum is $2(1+cd)\ge0$. The tactic `nlinarith` then combines the listed inequalities.

```lean
/-- For positive angles with sum `π`, the geometry factor equals `11/8` exactly when the
triangle is equilateral. -/
theorem factor_eq_max_iff {A B C : ℝ} (hA : 0 < A) (hB : 0 < B) (hC : 0 < C)
    (h : A + B + C = π) :
    geometryFactor A B C = 11 / 8 ↔ A = π / 3 ∧ B = π / 3 ∧ C = π / 3 := by
  constructor
  · intro hg
    have hid := factor_deficit h
    rw [hg] at hid
    -- both squares vanish
    have hs : Real.sin (A - B) = 0 := by
      apply pow_eq_zero_iff (two_ne_zero) |>.mp
      nlinarith [sq_nonneg (2 * Real.cos C - Real.cos (A - B)), sq_nonneg (Real.sin (A - B))]
    have hd : 2 * Real.cos C - Real.cos (A - B) = 0 := by
      apply pow_eq_zero_iff (two_ne_zero) |>.mp
      nlinarith [sq_nonneg (2 * Real.cos C - Real.cos (A - B)), sq_nonneg (Real.sin (A - B))]
    have hAB : A - B = 0 :=
      (Real.sin_eq_zero_iff_of_lt_of_lt (by linarith) (by linarith)).mp hs
    rw [hAB, Real.cos_zero] at hd
    have hC3 : C = π / 3 := by
      apply Real.injOn_cos ⟨hC.le, by linarith⟩
        ⟨by linarith [Real.pi_pos], by linarith [Real.pi_pos]⟩
      rw [Real.cos_pi_div_three]
      linarith
    exact ⟨by linarith, by linarith, hC3⟩
  · rintro ⟨h1, h2, h3⟩
    rw [h1, h2, h3]
    unfold geometryFactor
    rw [Real.cos_pi_div_three]
    norm_num
```

The sign `↔` means "if and only if". If $g=11/8$, both squares in the identity vanish. From $\sin(A-B)=0$ and $|A-B|<\pi$ follows $A=B$. Then $d=1$, so $\cos C=\tfrac12$. The cosine is one-to-one on $[0,\pi]$, so $C=\pi/3$, and the angle sum gives $A=B=\pi/3$. Conversely, the equilateral triangle has $g=1+3/8=11/8$.

```lean
/-- The geometry factors of triangles with positive angles fill exactly the interval from
`-2` (excluded) to `11/8` (included). -/
theorem triangleFactors_eq : triangleFactors = Set.Ioc (-2) (11 / 8) := by
  ext g
  constructor
  · rintro ⟨A, B, C, hA, hB, hC, h, rfl⟩
    exact factor_bounds hA hB hC h
  · rintro ⟨hl, hu⟩
    -- an isosceles triangle t, t, π - 2t, with cos² t the root of a quadratic equation
    obtain ⟨s, hs0, hs⟩ : ∃ s : ℝ, 0 ≤ s ∧ s ^ 2 = 33 - 24 * g :=
      ⟨Real.sqrt (33 - 24 * g), Real.sqrt_nonneg _, Real.sq_sqrt (by linarith)⟩
    have hs9 : s < 9 := by nlinarith
    obtain ⟨y, hy0, hy⟩ : ∃ y : ℝ, 0 < y ∧ y ^ 2 = (3 + s) / 12 :=
      ⟨Real.sqrt ((3 + s) / 12), Real.sqrt_pos.mpr (by linarith),
        Real.sq_sqrt (by linarith)⟩
    have hy1 : y < 1 := by nlinarith
    have ht0 : 0 < Real.arccos y := Real.arccos_pos.mpr hy1
    have ht1 : Real.arccos y < π / 2 := Real.arccos_lt_pi_div_two.mpr hy0
    refine ⟨Real.arccos y, Real.arccos y, π - 2 * Real.arccos y, ht0, ht0,
      by linarith, by ring, ?_⟩
    unfold geometryFactor
    rw [Real.cos_pi_sub, Real.cos_two_mul, Real.cos_arccos (by linarith) hy1.le]
    have e : 1 + 3 * (y * y * -(2 * y ^ 2 - 1)) = 1 - 3 * y ^ 2 * (2 * y ^ 2 - 1) := by ring
    rw [e, hy]
    linear_combination (-1 / 24) * hs
```

`Set.Ioc` is an interval open on the left and closed on the right, so this says that the values fill $(-2,11/8]$ without gaps. One inclusion is the pair of bounds above. For the other, take any $g$ in the interval and look for an isosceles triangle with angles $t,t,\pi-2t$. With $x=\cos^2t$,

$$g=1-3x(2x-1),\qquad x=\frac{3+\sqrt{33-24g}}{12}.$$

The root is real because $g\le11/8$. Because $g>-2$, it is smaller than $9$, so $0<x<1$. Then $t=\arccos\sqrt x$ lies strictly between $0$ and $\pi/2$, and all three angles are positive. In the code, `s` is the square root and `y` is $\cos t$.

```lean
/-- The infimum of the geometry factor over triangles with positive angles is `-2`. -/
theorem triangleFactors_isGLB : IsGLB triangleFactors (-2) := by
  rw [triangleFactors_eq]
  exact isGLB_Ioc (by norm_num)
```

`IsGLB` means "is the greatest lower bound". The infimum is $-2$, and the open end of the interval shows that no triangle with positive angles attains it.

```lean
/-- When two angles tend to zero and the third is fixed by the angle sum `π`, the geometry
factor tends to `-2`. -/
theorem factor_collinear_limit :
    Filter.Tendsto (fun a : ℝ × ℝ => geometryFactor a.1 a.2 (π - a.1 - a.2))
      (𝓝 (0, 0)) (𝓝 (-2)) := by
  have hc : Continuous (fun a : ℝ × ℝ => geometryFactor a.1 a.2 (π - a.1 - a.2)) := by
    unfold geometryFactor
    fun_prop
  have h0 : geometryFactor 0 0 (π - 0 - 0) = -2 := by
    norm_num [geometryFactor]
  simpa only [h0] using hc.tendsto (0, 0)
```

Let $A$ and $B$ tend to zero in any manner, with $C=\pi-A-B$. Then $g\to-2$, because $g$ is continuous and equals $1+3\cdot1\cdot1\cdot(-1)=-2$ at the limit point. `Filter.Tendsto` is Lean's statement of a limit, and `fun_prop` proves the continuity.

```lean
/-- For three non-collinear atoms and a positive coefficient `ν`, the triple-dipole energy
lies above `-2 ν` and does not exceed `11/8 ν`, each divided by the cubed product of the
distances. -/
theorem energy_bounds {ν : ℝ} (hν : 0 < ν) {p q r : EuclideanSpace ℝ (Fin 3)}
    (h : ¬ Collinear ℝ {p, q, r}) :
    -2 * ν / (dist p q * dist q r * dist r p) ^ 3 < tripleDipoleEnergy ν p q r ∧
      tripleDipoleEnergy ν p q r ≤
        11 / 8 * ν / (dist p q * dist q r * dist r p) ^ 3 := by
  have e1 : ({q, r, p} : Set (EuclideanSpace ℝ (Fin 3))) = {p, q, r} := by
    ext x
    simp only [Set.mem_insert_iff, Set.mem_singleton_iff]
    tauto
  have e2 : ({r, p, q} : Set (EuclideanSpace ℝ (Fin 3))) = {p, q, r} := by
    ext x
    simp only [Set.mem_insert_iff, Set.mem_singleton_iff]
    tauto
  -- non-collinear atoms are distinct and span positive angles
  have hpq : p ≠ q := by
    rintro rfl
    exact h (by simp [collinear_pair])
  have hqr : q ≠ r := by
    rintro rfl
    exact h (by simp [collinear_pair])
  have hrp : r ≠ p := by
    rintro rfl
    rw [← e2] at h
    exact h (by simp [collinear_pair])
  have hA : 0 < ∠ p q r := lt_of_le_of_ne (EuclideanGeometry.angle_nonneg _ _ _)
    (fun h0 => h (EuclideanGeometry.collinear_of_angle_eq_zero h0.symm))
  have hB : 0 < ∠ q r p := lt_of_le_of_ne (EuclideanGeometry.angle_nonneg _ _ _)
    (fun h0 => h (e1 ▸ EuclideanGeometry.collinear_of_angle_eq_zero h0.symm))
  have hC : 0 < ∠ r p q := lt_of_le_of_ne (EuclideanGeometry.angle_nonneg _ _ _)
    (fun h0 => h (e2 ▸ EuclideanGeometry.collinear_of_angle_eq_zero h0.symm))
  obtain ⟨hl, hu⟩ := factor_bounds hA hB hC
    (EuclideanGeometry.angle_add_angle_add_angle_eq_pi r hpq.symm)
  have hR : 0 < (dist p q * dist q r * dist r p) ^ 3 :=
    pow_pos (mul_pos (mul_pos (dist_pos.mpr hpq) (dist_pos.mpr hqr)) (dist_pos.mpr hrp)) 3
  unfold tripleDipoleEnergy
  exact ⟨(div_lt_div_iff_of_pos_right hR).mpr (by nlinarith),
    (div_le_div_iff_of_pos_right hR).mpr (by nlinarith)⟩

end

end AxilrodTellerMuto
```

For $\nu>0$ and three atoms not on a line,

$$-\frac{2\nu}{(r_{pq}r_{qr}r_{rp})^3}<E\le\frac{11}{8}\,\frac{\nu}{(r_{pq}r_{qr}r_{rp})^3}.$$

If two atoms coincided, or if an angle were zero, the three points would be collinear. So the distances and angles are positive, and Mathlib supplies the angle sum $\pi$. Multiplying the bounds on $g$ by $\nu$ and dividing by the positive cubed product finishes the argument.

Someone stating this theorem might well require only that the atoms be distinct. That version is false: three distinct atoms on a line have $g=-2$, and the strict inequality fails.

In dispersion-corrected electronic-structure calculations, the bounds limit what each undamped triple-dipole term can contribute. A code usually needs no angles. With side lengths $a,b,c$ (here $c$ is a length), the law of cosines gives

$$g=1+\frac{3\,(a^2+b^2-c^2)(b^2+c^2-a^2)(c^2+a^2-b^2)}{8\,a^2b^2c^2}.$$

A value outside $[-2,11/8]$ by more than rounding error points to a fault in the distances or the formula. For deciding which distant triples to skip, $2\nu/(abc)^3$ bounds the size of the term before $g$ is computed.

```lean
#print axioms AxilrodTellerMuto.triangleFactors_eq
#print axioms AxilrodTellerMuto.triangleFactors_isGLB
#print axioms AxilrodTellerMuto.factor_collinear_limit
#print axioms AxilrodTellerMuto.energy_bounds
```

```
'AxilrodTellerMuto.triangleFactors_eq' depends on axioms: [propext, Classical.choice, Quot.sound]
'AxilrodTellerMuto.triangleFactors_isGLB' depends on axioms: [propext, Classical.choice, Quot.sound]
'AxilrodTellerMuto.factor_collinear_limit' depends on axioms: [propext, Classical.choice, Quot.sound]
'AxilrodTellerMuto.energy_bounds' depends on axioms: [propext, Classical.choice, Quot.sound]
```
